# Ensemble-averaged nearest- and diagonal-neighbour correlations of ±1 spins on an even periodic square lattice fill a triangle

I describe a binary alloy on a square lattice by spins, +1 for one species and −1 for the other. As targets for a structure search I chose an average nearest-neighbour correlation of −0.8 and an average diagonal-neighbour correlation of 0.2. Both lie between −1 and 1, yet the search never gets close. Is my search poor, or can no arrangement, or mixture of arrangements, have these two values?

## The target lies outside the triangle

No mixture can have them. On an $L\times L$ torus with $L>0$ even, a probability distribution over spin configurations with mean nearest-neighbour correlation $x$ and mean diagonal correlation $y$ exists exactly when

$$2|x|-1\le y\le 1 .$$

For $x=-0.8$ this requires $y\ge 0.6$. The region is a triangle whose vertices belong to the ferromagnet $(1,1)$, the checkerboard $(-1,1)$ and the stripes $(0,-1)$.

## One square per plaquette gives the bounds

Write $s_{i,j}=\pm1$ for the spins, with indices modulo $L$. For a single configuration, set

$$\xi_1=\frac1{2L^2}\sum_{i,j}\left(s_{i,j}s_{i+1,j}+s_{i,j}s_{i,j+1}\right),$$
$$\xi_2=\frac1{2L^2}\sum_{i,j}\left(s_{i,j}s_{i+1,j+1}+s_{i+1,j}s_{i,j+1}\right).$$

Let $\varepsilon=\pm1$ and consider, on each plaquette,

$$\left(s_{i,j}+s_{i+1,j+1}-\varepsilon(s_{i+1,j}+s_{i,j+1})\right)^2 .$$

Since $s^2=\varepsilon^2=1$, this equals 4, plus twice the two diagonal products, minus $2\varepsilon$ times the four edge products. In the sum over plaquettes every edge term occurs twice, so the total is

$$4L^2+4L^2\xi_2-8\varepsilon L^2\xi_1=4L^2(1+\xi_2-2\varepsilon\xi_1)\ge0 .$$

The two signs of $\varepsilon$ together give $2|\xi_1|-1\le\xi_2$. Each diagonal product is at most 1, hence $\xi_2\le1$. These are linear inequalities, $1+\xi_2\mp2\xi_1\ge0$ and $1-\xi_2\ge0$, so they survive averaging over a distribution.

## Three ordered states reach every point

The ferromagnet has all products equal to 1. For the checkerboard, $s_{i,j}=(-1)^{i+j}$, edge products are −1 and diagonal products +1. For the stripes, $s_{i,j}=(-1)^i$, edge products are −1 in one direction and +1 in the other, and diagonal products are −1. Even $L$ makes the alternating signs match across the periodic boundary. For odd $L$ the point $(-1,1)$ is lost, because an odd ring cannot have all its bonds antiparallel.

Given $(x,y)$ in the triangle, mix the three states with weights

$$w_F=\frac{1+y+2x}4,\quad w_C=\frac{1+y-2x}4,\quad w_S=\frac{1-y}2 .$$

They are nonnegative and sum to 1, and $w_F-w_C=x$, $w_F+w_C-w_S=y$. The region is therefore the convex hull of the three points.

Each point is also a true vertex. Two of the inequalities are equalities there. If the point is a mixture, with positive weights, of two points of the region, both must satisfy the same two equalities, which have only one solution.

## What the Lean statements say

`Config L` assigns to each pair of elements of `ZMod L` a unit of the integers, that is, ±1; `spin` turns it into a real number. `nnCorr` and `diagCorr` are $\xi_1$ and $\xi_2$. `NeZero L` says $L>0$, and `Even L` is the parity condition. The case $L=2$ is included, with coinciding bonds counted as often as they occur in the sums.

`Realizable L x y` asks for nonnegative weights `p` with total 1 and the prescribed means. The weights need not be thermal, and the composition is free: fixing the fraction of each species could shrink the region.

`realizable_iff` is the equivalence, `realizable_eq_convexHull` identifies the triangle, and `realizable_vertices` identifies its extreme points with the correlations of the three ordered states.

```lean
import Mathlib

open Finset

namespace SquareLatticeCorrelations

noncomputable section

/-- A configuration of spins `±1`, on the `L × L` torus when `L > 0`. -/
abbrev Config (L : ℕ) := ZMod L → ZMod L → ℤˣ

/-- The spin at site `(i, j)` as a real number. -/
def spin {L : ℕ} (σ : Config L) (i j : ZMod L) : ℝ := ((σ i j : ℤ) : ℝ)

/-- The nearest-neighbour correlation, averaged over the sites and the two lattice directions
of a torus with `L > 0`. -/
def nnCorr {L : ℕ} [NeZero L] (σ : Config L) : ℝ :=
  (∑ i, ∑ j, (spin σ i j * spin σ (i + 1) j + spin σ i j * spin σ i (j + 1))) / (2 * (L : ℝ) ^ 2)

/-- The diagonal-neighbour correlation, averaged over the two diagonals of every plaquette
of a torus with `L > 0`. -/
def diagCorr {L : ℕ} [NeZero L] (σ : Config L) : ℝ :=
  (∑ i, ∑ j, (spin σ i j * spin σ (i + 1) (j + 1) + spin σ (i + 1) j * spin σ i (j + 1))) /
    (2 * (L : ℝ) ^ 2)

/-- The pair `(x, y)` is realizable if some probability distribution `p` on the configurations
has mean nearest-neighbour correlation `x` and mean diagonal correlation `y`. -/
def Realizable (L : ℕ) [NeZero L] (x y : ℝ) : Prop :=
  ∃ p : Config L → ℝ, (∀ σ, 0 ≤ p σ) ∧ ∑ σ, p σ = 1 ∧
    ∑ σ, p σ * nnCorr σ = x ∧ ∑ σ, p σ * diagCorr σ = y

/-- The sign `(-1)^i`, with `i` represented by one of `0, ..., L - 1` when `L > 0`. -/
def stagger {L : ℕ} (i : ZMod L) : ℤˣ := (-1) ^ i.val

/-- The ferromagnet: all spins up. -/
def ferromagnet (L : ℕ) : Config L := fun _ _ => 1

/-- The checkerboard: the spin at `(i, j)` is the product of the signs of `i` and `j`. -/
def checkerboard (L : ℕ) : Config L := fun i j => stagger i * stagger j

/-- The stripes: the spin at `(i, j)` is the sign of `i`. -/
def stripes (L : ℕ) : Config L := fun i _ => stagger i

/-- The square of every spin is one. -/
theorem spin_sq {L : ℕ} (σ : Config L) (i j : ZMod L) : spin σ i j ^ 2 = 1 := by
  rcases Int.units_eq_one_or (σ i j) with h | h <;> simp [spin, h]

/-- On a ring of even length the alternating sign flips at every step. -/
theorem stagger_succ {L : ℕ} [NeZero L] (hL : Even L) (i : ZMod L) :
    stagger (i + 1) = -stagger i := by
  have key : ∀ m : ℕ, (-1 : ℤˣ) ^ (m % L) = (-1) ^ m := by
    intro m
    conv_rhs => rw [← Nat.mod_add_div m L, pow_add, pow_mul, hL.neg_one_pow, one_pow, mul_one]
  unfold stagger
  rw [ZMod.val_add, key, pow_add, ZMod.val_one_eq_one_mod, key, pow_one, mul_neg_one]

/-- For `ε = ±1`, the sum of these squares over the plaquettes equals `4 L² (1 + ξ₂ - 2 ε ξ₁)`,
where `ξ₁` is `nnCorr σ` and `ξ₂` is `diagCorr σ`. -/
theorem plaquette_sum {L : ℕ} [NeZero L] (σ : Config L) (ε : ℝ) (hε : ε ^ 2 = 1) :
    ∑ i, ∑ j, (spin σ i j + spin σ (i + 1) (j + 1)
      - ε * (spin σ (i + 1) j + spin σ i (j + 1))) ^ 2
      = 4 * (L : ℝ) ^ 2 * (1 + diagCorr σ - 2 * ε * nnCorr σ) := by
  have h0 : 0 < L := NeZero.pos L
  have hne : 2 * (L : ℝ) ^ 2 ≠ 0 := by positivity
  -- opposite edges of the plaquettes are related by a translation
  have hV : ∑ i, ∑ j, spin σ (i + 1) j * spin σ (i + 1) (j + 1)
      = ∑ i, ∑ j, spin σ i j * spin σ i (j + 1) :=
    Equiv.sum_comp (Equiv.addRight (1 : ZMod L)) (fun i => ∑ j, spin σ i j * spin σ i (j + 1))
  have hH : ∑ i, ∑ j, spin σ i (j + 1) * spin σ (i + 1) (j + 1)
      = ∑ i, ∑ j, spin σ i j * spin σ (i + 1) j :=
    Finset.sum_congr rfl fun i _ =>
      Equiv.sum_comp (Equiv.addRight (1 : ZMod L)) (fun j => spin σ i j * spin σ (i + 1) j)
  have hN : nnCorr σ * (2 * (L : ℝ) ^ 2) = _ := div_mul_cancel₀ _ hne
  have hD : diagCorr σ * (2 * (L : ℝ) ^ 2) = _ := div_mul_cancel₀ _ hne
  have e : ∀ i j, (spin σ i j + spin σ (i + 1) (j + 1)
      - ε * (spin σ (i + 1) j + spin σ i (j + 1))) ^ 2
      = 4 + 2 * (spin σ i j * spin σ (i + 1) (j + 1) + spin σ (i + 1) j * spin σ i (j + 1))
        - 2 * ε * (spin σ i j * spin σ (i + 1) j + spin σ i j * spin σ i (j + 1)
          + spin σ (i + 1) j * spin σ (i + 1) (j + 1)
          + spin σ i (j + 1) * spin σ (i + 1) (j + 1)) := by
    intro i j
    linear_combination spin_sq σ i j + spin_sq σ (i + 1) (j + 1) + spin_sq σ (i + 1) j
      + spin_sq σ i (j + 1) + (spin σ (i + 1) j + spin σ i (j + 1)) ^ 2 * hε
  simp only [Finset.sum_add_distrib] at hN hD
  simp only [e, Finset.sum_add_distrib, Finset.sum_sub_distrib, ← Finset.mul_sum, hV, hH,
    Finset.sum_const, Finset.card_univ, ZMod.card, nsmul_eq_mul]
  linear_combination -2 * hD + 4 * ε * hN

/-- The region `2|x| - 1 ≤ y ≤ 1` is cut out by three linear inequalities. -/
theorem triangle_iff (x y : ℝ) : (2 * |x| - 1 ≤ y ∧ y ≤ 1) ↔
    0 ≤ 1 + y - 2 * x ∧ 0 ≤ 1 + y + 2 * x ∧ 0 ≤ 1 - y := by
  constructor
  · rintro ⟨h1, h2⟩
    exact ⟨by linarith [le_abs_self x], by linarith [neg_abs_le x], by linarith⟩
  · rintro ⟨h1, h2, h3⟩
    rcases abs_cases x with ⟨h, _⟩ | ⟨h, _⟩ <;> constructor <;> linarith

/-- The correlations of every single configuration satisfy `2|ξ₁| - 1 ≤ ξ₂ ≤ 1`. -/
theorem config_bounds {L : ℕ} [NeZero L] (σ : Config L) :
    2 * |nnCorr σ| - 1 ≤ diagCorr σ ∧ diagCorr σ ≤ 1 := by
  have h0 : 0 < L := NeZero.pos L
  have key : ∀ ε : ℝ, ε ^ 2 = 1 → 0 ≤ 1 + diagCorr σ - 2 * ε * nnCorr σ := by
    intro ε hε
    have hpos : 0 < 4 * (L : ℝ) ^ 2 := by positivity
    refine (mul_nonneg_iff_of_pos_left hpos).1 ?_
    rw [← plaquette_sum σ ε hε]
    exact Finset.sum_nonneg fun i _ => Finset.sum_nonneg fun j _ => sq_nonneg _
  have hup : diagCorr σ ≤ 1 := by
    unfold diagCorr
    rw [div_le_one (by positivity)]
    calc _ ≤ ∑ _i : ZMod L, ∑ _j : ZMod L, (2 : ℝ) :=
          Finset.sum_le_sum fun i _ => Finset.sum_le_sum fun j _ => by
            nlinarith [sq_nonneg (spin σ i j - spin σ (i + 1) (j + 1)),
              sq_nonneg (spin σ (i + 1) j - spin σ i (j + 1)), spin_sq σ i j,
              spin_sq σ (i + 1) (j + 1), spin_sq σ (i + 1) j, spin_sq σ i (j + 1)]
      _ = 2 * (L : ℝ) ^ 2 := by
          simp only [Finset.sum_const, Finset.card_univ, ZMod.card, nsmul_eq_mul]
          ring
  have h1 := key 1 (by norm_num)
  have h2 := key (-1) (by norm_num)
  exact (triangle_iff _ _).2 ⟨by linarith, by linarith, by linarith⟩

/-- For even `L` the correlations `(ξ₁, ξ₂)` are `(1, 1)` for the ferromagnet, `(-1, 1)` for the
checkerboard and `(0, -1)` for the stripes. -/
theorem ordered_correlations {L : ℕ} [NeZero L] (hL : Even L) :
    (nnCorr (ferromagnet L) = 1 ∧ diagCorr (ferromagnet L) = 1) ∧
    (nnCorr (checkerboard L) = -1 ∧ diagCorr (checkerboard L) = 1) ∧
    (nnCorr (stripes L) = 0 ∧ diagCorr (stripes L) = -1) := by
  have h0 : 0 < L := NeZero.pos L
  -- each plaquette contributes the same amount
  have avg : ∀ (g : ZMod L → ZMod L → ℝ) (c : ℝ), (∀ i j, g i j = 2 * c) →
      (∑ i, ∑ j, g i j) / (2 * (L : ℝ) ^ 2) = c := by
    intro g c h
    simp only [h, Finset.sum_const, Finset.card_univ, ZMod.card, nsmul_eq_mul]
    rw [div_eq_iff (by positivity)]
    ring
  refine ⟨⟨avg _ _ ?_, avg _ _ ?_⟩, ⟨avg _ _ ?_, avg _ _ ?_⟩, ⟨avg _ _ ?_, avg _ _ ?_⟩⟩ <;>
  · intro i j
    simp only [spin, ferromagnet, checkerboard, stripes, stagger_succ hL]
    rcases Int.units_eq_one_or (stagger i) with h | h <;>
    rcases Int.units_eq_one_or (stagger j) with h' | h' <;> norm_num [h, h']

/-- On a torus of even side `L > 0`, the pair `(x, y)` of nearest-neighbour and diagonal
correlations is realizable exactly when `2|x| - 1 ≤ y ≤ 1`. -/
theorem realizable_iff {L : ℕ} [NeZero L] (hL : Even L) (x y : ℝ) :
    Realizable L x y ↔ 2 * |x| - 1 ≤ y ∧ y ≤ 1 := by
  rw [triangle_iff]
  constructor
  · rintro ⟨p, hp, hs, hx, hy⟩
    -- linear inequalities survive averaging
    have key : ∀ b c : ℝ, ∀ a : ℝ, (∀ σ : Config L, 0 ≤ a + b * nnCorr σ + c * diagCorr σ) →
        0 ≤ a + b * x + c * y := by
      intro b c a h
      have e : ∑ σ, p σ * (a + b * nnCorr σ + c * diagCorr σ)
          = a * ∑ σ, p σ + b * ∑ σ, p σ * nnCorr σ + c * ∑ σ, p σ * diagCorr σ := by
        simp only [Finset.mul_sum, ← Finset.sum_add_distrib]
        exact Finset.sum_congr rfl fun σ _ => by ring
      rw [hs, hx, hy, mul_one] at e
      rw [← e]
      exact Finset.sum_nonneg fun σ _ => mul_nonneg (hp σ) (h σ)
    have f := fun σ : Config L => (triangle_iff _ _).1 (config_bounds σ)
    have h1 := key (-2) 1 1 fun σ => by linarith [(f σ).1]
    have h2 := key 2 1 1 fun σ => by linarith [(f σ).2.1]
    have h3 := key 0 (-1) 1 fun σ => by linarith [(f σ).2.2]
    exact ⟨by linarith, by linarith, by linarith⟩
  · rintro ⟨h1, h2, h3⟩
    obtain ⟨⟨f1, f2⟩, ⟨c1, c2⟩, ⟨s1, s2⟩⟩ := ordered_correlations hL
    -- mix the three ordered states
    have key : ∀ (a b c : ℝ) (g : Config L → ℝ),
        ∑ σ, ((if σ = ferromagnet L then a else 0) + (if σ = checkerboard L then b else 0)
          + (if σ = stripes L then c else 0)) * g σ
        = a * g (ferromagnet L) + b * g (checkerboard L) + c * g (stripes L) := by
      intro a b c g
      simp [add_mul, ite_mul, Finset.sum_add_distrib]
    refine ⟨fun σ => (if σ = ferromagnet L then (1 + y + 2 * x) / 4 else 0)
      + (if σ = checkerboard L then (1 + y - 2 * x) / 4 else 0)
      + (if σ = stripes L then (1 - y) / 2 else 0), ?_, ?_, ?_, ?_⟩
    · intro σ
      dsimp only
      split_ifs <;> linarith
    · have h := key ((1 + y + 2 * x) / 4) ((1 + y - 2 * x) / 4) ((1 - y) / 2) (fun _ => 1)
      simp only [mul_one] at h
      exact h.trans (by ring)
    · exact (key _ _ _ _).trans (by rw [f1, c1, s1]; ring)
    · exact (key _ _ _ _).trans (by rw [f2, c2, s2]; ring)

/-- For even `L > 0` the realizable region is the triangle spanned by `(1, 1)`, `(-1, 1)` and
`(0, -1)`. -/
theorem realizable_eq_convexHull {L : ℕ} [NeZero L] (hL : Even L) :
    {ξ : ℝ × ℝ | Realizable L ξ.1 ξ.2} = convexHull ℝ {(1, 1), (-1, 1), (0, -1)} := by
  have F := fun x y => (realizable_iff hL x y).trans (triangle_iff x y)
  apply Set.Subset.antisymm
  · rintro ⟨x, y⟩ h
    obtain ⟨h1, h2, h3⟩ := (F x y).1 h
    have hm := (convex_convexHull ℝ ({(1, 1), (-1, 1), (0, -1)} : Set (ℝ × ℝ))).sum_mem
      (t := (Finset.univ : Finset (Fin 3)))
      (w := ![(1 + y + 2 * x) / 4, (1 + y - 2 * x) / 4, (1 - y) / 2])
      (z := ![(1, 1), (-1, 1), (0, -1)])
      (by
        intro i _
        fin_cases i
        exacts [(by linarith : (0 : ℝ) ≤ (1 + y + 2 * x) / 4),
          (by linarith : (0 : ℝ) ≤ (1 + y - 2 * x) / 4), (by linarith : (0 : ℝ) ≤ (1 - y) / 2)])
      (by
        rw [Fin.sum_univ_three]
        change (1 + y + 2 * x) / 4 + (1 + y - 2 * x) / 4 + (1 - y) / 2 = 1
        ring)
      (fun i _ => subset_convexHull ℝ _ (by fin_cases i <;> simp))
    rw [Fin.sum_univ_three] at hm
    have e : (x, y) = ((1 + y + 2 * x) / 4) • ((1 : ℝ), (1 : ℝ))
        + ((1 + y - 2 * x) / 4) • ((-1 : ℝ), (1 : ℝ)) + ((1 - y) / 2) • ((0 : ℝ), (-1 : ℝ)) := by
      ext <;> simp only [Prod.fst_add, Prod.snd_add, Prod.smul_fst, Prod.smul_snd,
        smul_eq_mul] <;> ring
    rw [e]
    exact hm
  · apply convexHull_min
    · rintro v (rfl | rfl | rfl) <;> exact (F _ _).2 (by norm_num)
    · rintro ⟨x, y⟩ h ⟨x', y'⟩ h' a b ha hb hab
      obtain ⟨h1, h2, h3⟩ := (F x y).1 h
      obtain ⟨k1, k2, k3⟩ := (F x' y').1 h'
      refine (F (a * x + b * x') (a * y + b * y')).2 ⟨?_, ?_, ?_⟩
      · nlinarith [mul_nonneg ha h1, mul_nonneg hb k1]
      · nlinarith [mul_nonneg ha h2, mul_nonneg hb k2]
      · nlinarith [mul_nonneg ha h3, mul_nonneg hb k3]

/-- For even `L > 0` the vertices (extreme points) of the realizable region are exactly the
correlation pairs of the ferromagnet, the checkerboard and the stripes. -/
theorem realizable_vertices {L : ℕ} [NeZero L] (hL : Even L) :
    Set.extremePoints ℝ {ξ : ℝ × ℝ | Realizable L ξ.1 ξ.2} =
      {(nnCorr (ferromagnet L), diagCorr (ferromagnet L)),
       (nnCorr (checkerboard L), diagCorr (checkerboard L)),
       (nnCorr (stripes L), diagCorr (stripes L))} := by
  obtain ⟨⟨f1, f2⟩, ⟨c1, c2⟩, ⟨s1, s2⟩⟩ := ordered_correlations hL
  rw [f1, f2, c1, c2, s1, s2]
  have F := fun x y => (realizable_iff hL x y).trans (triangle_iff x y)
  apply Set.Subset.antisymm
  · rw [realizable_eq_convexHull hL]
    exact extremePoints_convexHull_subset
  · -- a facet inequality that is tight at a mixture is tight at both components
    have zero : ∀ {a b u v : ℝ}, 0 < a → 0 < b → 0 ≤ u → 0 ≤ v → a * u + b * v = 0 →
        u = 0 ∧ v = 0 := by
      intro a b u v ha hb hu hv h
      have h1 := mul_nonneg ha.le hu
      have h2 := mul_nonneg hb.le hv
      exact ⟨(mul_eq_zero.1 (by linarith : a * u = 0)).resolve_left ha.ne',
        (mul_eq_zero.1 (by linarith : b * v = 0)).resolve_left hb.ne'⟩
    rintro v (rfl | rfl | rfl) <;> rw [mem_extremePoints] <;>
      refine ⟨(F _ _).2 (by norm_num), ?_⟩ <;>
      rintro ⟨x, y⟩ h ⟨x', y'⟩ h' ⟨a, b, ha, hb, hab, hv⟩ <;>
      obtain ⟨h1, h2, h3⟩ := (F x y).1 h <;>
      obtain ⟨k1, k2, k3⟩ := (F x' y').1 h' <;>
      have hx := congrArg Prod.fst hv <;>
      have hy := congrArg Prod.snd hv <;>
      simp only [Prod.fst_add, Prod.snd_add, Prod.smul_fst, Prod.smul_snd, smul_eq_mul] at hx hy
    · obtain ⟨p, p'⟩ := zero ha hb h1 k1 (by linear_combination hab + hy - 2 * hx)
      obtain ⟨q, q'⟩ := zero ha hb h3 k3 (by linear_combination hab - hy)
      exact ⟨Prod.ext (by linarith) (by linarith), Prod.ext (by linarith) (by linarith)⟩
    · obtain ⟨p, p'⟩ := zero ha hb h2 k2 (by linear_combination hab + hy + 2 * hx)
      obtain ⟨q, q'⟩ := zero ha hb h3 k3 (by linear_combination hab - hy)
      exact ⟨Prod.ext (by linarith) (by linarith), Prod.ext (by linarith) (by linarith)⟩
    · obtain ⟨p, p'⟩ := zero ha hb h1 k1 (by linear_combination hab + hy - 2 * hx)
      obtain ⟨q, q'⟩ := zero ha hb h2 k2 (by linear_combination hab + hy + 2 * hx)
      exact ⟨Prod.ext (by linarith) (by linarith), Prod.ext (by linarith) (by linarith)⟩

end

end SquareLatticeCorrelations
```

```lean
#print axioms SquareLatticeCorrelations.realizable_iff
-- 'SquareLatticeCorrelations.realizable_iff' depends on axioms: [propext, Classical.choice, Quot.sound]
#print axioms SquareLatticeCorrelations.realizable_vertices
-- 'SquareLatticeCorrelations.realizable_vertices' depends on axioms: [propext, Classical.choice, Quot.sound]
```

## How the lemmas carry the argument

In `plaquette_sum`, `e` expands the square using `spin_sq`, while `hV` and `hH` identify opposite edges by translating the summation index. `config_bounds` applies this with $\varepsilon=1$ and $\varepsilon=-1$ and bounds the diagonal products term by term. `triangle_iff` trades the absolute value for linear inequalities.

`stagger_succ` proves the sign flip, including the step around the ring. `ordered_correlations` then checks the possible signs on one plaquette, and `avg` turns the constant contribution into the average.

In `realizable_iff`, the first `key` averages a linear inequality; the second evaluates sums over the three-state mixture. `realizable_eq_convexHull` uses the same weights for one inclusion and convexity of the region for the other. In `realizable_vertices`, `zero` is the step that passes an equality from a mixture to both components.

## Mixtures, single crystals and energies

Realizability could have been defined by a single configuration. The bounds would stay, but at fixed $L$ only finitely many pairs would occur, so the triangle would not be filled. Passing from an ensemble on a finite torus to one macroscopic crystal is a further step. One way is to place large domains of the ordered states side by side, so that the share of bonds at the domain walls vanishes as the crystal grows.

For a cluster expansion with only these two pair terms and free composition, the energy is linear in $(\xi_1,\xi_2)$, so one of the three ordered states attains the minimum; this consequence is argued here in prose alone.
